# On a linear map, good Broyden updates with nonzero steps satisfy the Dennis–Moré condition

Suppose a linear map A from ℝ² to ℝ is approximated by B, and the error B − A is the row (3, 4). A good Broyden update with step s = (1, 0) and response y = A s turns this error into (0, 4). Its squared size drops from 25 to 16, and the missing 9 is the squared error along s.

A finite error cannot keep paying such amounts. So for any nonzero steps s_k with responses A s_k, I expect the updated matrices B_k to satisfy ‖(B_k − A)s_k‖/‖s_k‖ → 0, the Dennis–Moré condition. Can someone show me a complete proof, checked in Lean?

## Each update deletes the error along its step

Yes. Let A and B be real matrices with finitely many rows i and columns j. The good Broyden update B' of B, for a step s ≠ 0 and response y, is defined by

(s·s)(B' − B) = (y − B s)sᵀ.

Write E = B − A for the old error, D = B' − A for the new one, r = E s and σ = s·s > 0. Since y = A s, we have y − B s = −r, and dividing by σ gives

D_ij = E_ij − r_i s_j/σ.

Square this and sum over j, using Σ_j E_ij s_j = r_i and Σ_j s_j² = σ:

Σ_j D_ij² = Σ_j E_ij² − 2r_i²/σ + r_i²/σ = Σ_j E_ij² − r_i²/σ.

Let F(M) be the squared Frobenius norm, the sum of the squared entries of M. Summing over i gives

F(B' − A) = F(B − A) − ‖(B − A)s‖²/‖s‖².

For a sequence of updates, put ρ_k = ‖(B_k − A)s_k‖/‖s_k‖. Adding the drops for k = 0, …, N − 1 telescopes:

Σ_k ρ_k² = F(B_0 − A) − F(B_N − A) ≤ F(B_0 − A).

The partial sums of this nonnegative series are bounded, so it converges. Its terms ρ_k² therefore tend to zero, and so do their square roots ρ_k.

The bound also limits the bad steps: if p of the first N steps have ρ_k ≥ ε ≥ 0, then p ε² ≤ F(B_0 − A).

The proof uses responses that come from one fixed A; for arbitrary responses the conclusion can fail. Take 1 × 1 matrices, s_k = 1 and y_k = (−1)^k. Each update sets B to the latest response, so B_k alternates between 1 and −1 from k = 1 on, and |B_k − A| tends to zero for no number A.

Here is the Lean file.

```lean
import Mathlib

open Matrix Filter Finset

namespace BroydenDennisMore

noncomputable section

variable {m n : Type*} [Fintype m] [Fintype n]

/-- The Euclidean length of a real vector. -/
def len {ι : Type*} [Fintype ι] (v : ι → ℝ) : ℝ := √(v ⬝ᵥ v)

/-- The squared Frobenius norm of a real matrix, the sum of its squared entries. -/
def frobSq (M : Matrix m n ℝ) : ℝ := ∑ i, ∑ j, M i j ^ 2

/-- `B'` arises from `B` by the good Broyden update with step `s` and response `y`:
`(s·s) (B' - B) = (y - B s) sᵀ`. -/
def IsBroydenStep (B B' : Matrix m n ℝ) (s : n → ℝ) (y : m → ℝ) : Prop :=
  (s ⬝ᵥ s) • (B' - B) = vecMulVec (y - B *ᵥ s) s

/-- The error of the approximate Jacobian `B` along the step `s`, relative to the length of
the step: `‖(B - A) s‖ / ‖s‖`, for nonzero `s`. -/
def relError (A B : Matrix m n ℝ) (s : n → ℝ) : ℝ := len ((B - A) *ᵥ s) / len s

/-- The square of the Euclidean length is the dot product of the vector with itself. -/
theorem len_sq {ι : Type*} [Fintype ι] (v : ι → ℝ) : len v ^ 2 = v ⬝ᵥ v :=
  Real.sq_sqrt (Finset.sum_nonneg fun i _ => mul_self_nonneg (v i))

omit [Fintype m] in
/-- For a nonzero step, the Broyden relation holds exactly when `B'` is given by the usual
rank-one formula `B' = B + (y - B s) sᵀ / (s·s)`. -/
theorem isBroydenStep_iff {B B' : Matrix m n ℝ} {s : n → ℝ} {y : m → ℝ} (hs : s ≠ 0) :
    IsBroydenStep B B' s y ↔ B' = B + (s ⬝ᵥ s)⁻¹ • vecMulVec (y - B *ᵥ s) s := by
  have hσ : s ⬝ᵥ s ≠ 0 := fun h => hs (dotProduct_self_eq_zero.mp h)
  unfold IsBroydenStep
  constructor
  · intro h
    rw [← h, smul_smul, inv_mul_cancel₀ hσ, one_smul]
    abel
  · intro h
    rw [h, add_sub_cancel_left, smul_smul, mul_inv_cancel₀ hσ, one_smul]

omit [Fintype m] in
/-- If the response is `y = A s` with `s` nonzero, the update removes from each row of the
error matrix `B - A` its component along `s`. -/
theorem error_entry {A B B' : Matrix m n ℝ} {s : n → ℝ} (hs : s ≠ 0)
    (h : IsBroydenStep B B' s (A *ᵥ s)) (i : m) (j : n) :
    (B' - A) i j = (B - A) i j - ((B - A) *ᵥ s) i * s j / (s ⬝ᵥ s) := by
  rw [(isBroydenStep_iff hs).mp h]
  simp only [Matrix.sub_apply, Matrix.add_apply, Matrix.smul_apply, vecMulVec_apply,
    smul_eq_mul, Matrix.sub_mulVec, Pi.sub_apply]
  ring

/-- One Broyden update with nonzero step `s` and response `A s` lowers the squared Frobenius
error by exactly `‖(B - A) s‖² / ‖s‖²`. -/
theorem frobSq_drop {A B B' : Matrix m n ℝ} {s : n → ℝ} (hs : s ≠ 0)
    (h : IsBroydenStep B B' s (A *ᵥ s)) :
    frobSq (B' - A) = frobSq (B - A) - relError A B s ^ 2 := by
  have hrel : relError A B s ^ 2 = ∑ i, ((B - A) *ᵥ s) i ^ 2 / (s ⬝ᵥ s) := by
    unfold relError
    rw [div_pow, len_sq, len_sq, ← Finset.sum_div]
    congr 1
    exact Finset.sum_congr rfl fun i _ => (pow_two _).symm
  have hσ0 : s ⬝ᵥ s ≠ 0 := fun h => hs (dotProduct_self_eq_zero.mp h)
  rw [hrel]
  unfold frobSq
  rw [← Finset.sum_sub_distrib]
  -- the identity holds row by row
  refine Finset.sum_congr rfl fun i _ => ?_
  obtain ⟨r, hr⟩ : ∃ r, ((B - A) *ᵥ s) i = r := ⟨_, rfl⟩
  obtain ⟨σ, hσ⟩ : ∃ σ, s ⬝ᵥ s = σ := ⟨_, rfl⟩
  have hrow : ∑ j, (B - A) i j * s j = r := hr
  have hnorm : ∑ j, s j * s j = σ := hσ
  rw [hσ] at hσ0
  rw [hr, hσ]
  have e : (r / σ) ^ 2 * σ = r ^ 2 / σ := by field_simp
  calc ∑ j, (B' - A) i j ^ 2
      = ∑ j, ((B - A) i j ^ 2 - 2 * r / σ * ((B - A) i j * s j)
          + (r / σ) ^ 2 * (s j * s j)) := by
        refine Finset.sum_congr rfl fun j _ => ?_
        rw [error_entry hs h, hr, hσ]
        ring
    _ = ∑ j, (B - A) i j ^ 2 - 2 * r / σ * r + (r / σ) ^ 2 * σ := by
        rw [Finset.sum_add_distrib, Finset.sum_sub_distrib, ← Finset.mul_sum,
          ← Finset.mul_sum, hrow, hnorm]
    _ = ∑ j, (B - A) i j ^ 2 - r ^ 2 / σ := by
        rw [e]
        ring

/-- Over `N` Broyden updates with nonzero steps `s k` and responses `A (s k)`, the squared
relative errors add up to the total decrease of the squared Frobenius error. -/
theorem error_budget {A : Matrix m n ℝ} {B : ℕ → Matrix m n ℝ} {s : ℕ → n → ℝ}
    (hs : ∀ k, s k ≠ 0) (hB : ∀ k, IsBroydenStep (B k) (B (k + 1)) (s k) (A *ᵥ s k))
    (N : ℕ) :
    ∑ k ∈ range N, relError A (B k) (s k) ^ 2 = frobSq (B 0 - A) - frobSq (B N - A) := by
  induction N with
  | zero => simp
  | succ N ih =>
    rw [Finset.sum_range_succ, ih, frobSq_drop (hs N) (hB N)]
    ring

/-- The squared relative errors of any number of Broyden updates, with nonzero steps `s k` and
responses `A (s k)`, add up to at most the initial squared Frobenius error. -/
theorem error_budget_le {A : Matrix m n ℝ} {B : ℕ → Matrix m n ℝ} {s : ℕ → n → ℝ}
    (hs : ∀ k, s k ≠ 0) (hB : ∀ k, IsBroydenStep (B k) (B (k + 1)) (s k) (A *ᵥ s k))
    (N : ℕ) :
    ∑ k ∈ range N, relError A (B k) (s k) ^ 2 ≤ frobSq (B 0 - A) := by
  have hpos : 0 ≤ frobSq (B N - A) :=
    Finset.sum_nonneg fun i _ => Finset.sum_nonneg fun j _ => sq_nonneg _
  linarith [error_budget hs hB N]

/-- **Dennis–Moré condition.** For good Broyden updates with nonzero steps `s k` and responses
`A (s k)`, the ratio `‖(B k - A) (s k)‖ / ‖s k‖` tends to zero. -/
theorem dennis_more {A : Matrix m n ℝ} {B : ℕ → Matrix m n ℝ} {s : ℕ → n → ℝ}
    (hs : ∀ k, s k ≠ 0) (hB : ∀ k, IsBroydenStep (B k) (B (k + 1)) (s k) (A *ᵥ s k)) :
    Tendsto (fun k => len ((B k - A) *ᵥ s k) / len (s k)) atTop (nhds 0) := by
  -- bounded partial sums of nonnegative terms give a convergent series
  have hsum : Summable fun k => relError A (B k) (s k) ^ 2 :=
    summable_of_sum_range_le (fun k => sq_nonneg _) (error_budget_le hs hB)
  have hlim := hsum.tendsto_atTop_zero.sqrt
  rw [Real.sqrt_zero] at hlim
  exact hlim.congr fun k =>
    Real.sqrt_sq (div_nonneg (Real.sqrt_nonneg _) (Real.sqrt_nonneg _))

/-- Among the first `N` Broyden updates, with nonzero steps `s k` and responses `A (s k)`, the
number with relative error at least `ε ≥ 0`, times `ε²`, is at most the initial squared
Frobenius error. -/
theorem card_bad_steps {A : Matrix m n ℝ} {B : ℕ → Matrix m n ℝ} {s : ℕ → n → ℝ}
    (hs : ∀ k, s k ≠ 0) (hB : ∀ k, IsBroydenStep (B k) (B (k + 1)) (s k) (A *ᵥ s k))
    {ε : ℝ} (hε : 0 ≤ ε) (N : ℕ) :
    (((range N).filter fun k => ε ≤ relError A (B k) (s k)).card : ℝ) * ε ^ 2
      ≤ frobSq (B 0 - A) := by
  calc (((range N).filter fun k => ε ≤ relError A (B k) (s k)).card : ℝ) * ε ^ 2
      = ∑ k ∈ (range N).filter (fun k => ε ≤ relError A (B k) (s k)), ε ^ 2 := by
        rw [Finset.sum_const, nsmul_eq_mul]
    _ ≤ ∑ k ∈ (range N).filter (fun k => ε ≤ relError A (B k) (s k)),
          relError A (B k) (s k) ^ 2 :=
        Finset.sum_le_sum fun k hk => pow_le_pow_left₀ hε (Finset.mem_filter.mp hk).2 2
    _ ≤ ∑ k ∈ range N, relError A (B k) (s k) ^ 2 :=
        Finset.sum_le_sum_of_subset_of_nonneg (Finset.filter_subset _ _)
          fun k _ _ => sq_nonneg _
    _ ≤ frobSq (B 0 - A) := error_budget_le hs hB N

/-- For `A = 0`, the Broyden update with step `s = (1, 0)` and response `A s = 0` takes the identity
to `diag(0, 1)` and then leaves `diag(0, 1)` unchanged, at squared Frobenius distance one from `A`.
-/
theorem stalled_update :
    IsBroydenStep (1 : Matrix (Fin 2) (Fin 2) ℝ) !![0, 0; 0, 1] ![1, 0]
      ((0 : Matrix (Fin 2) (Fin 2) ℝ) *ᵥ ![1, 0]) ∧
    IsBroydenStep (!![0, 0; 0, 1] : Matrix (Fin 2) (Fin 2) ℝ) !![0, 0; 0, 1] ![1, 0]
      ((0 : Matrix (Fin 2) (Fin 2) ℝ) *ᵥ ![1, 0]) ∧
    frobSq ((!![0, 0; 0, 1] : Matrix (Fin 2) (Fin 2) ℝ) - 0) = 1 := by
  refine ⟨?_, ?_, ?_⟩
  · unfold IsBroydenStep
    ext i j
    fin_cases i <;> fin_cases j <;>
      simp [vecMulVec_apply, dotProduct, Fin.sum_univ_succ]
  · unfold IsBroydenStep
    ext i j
    fin_cases i <;> fin_cases j <;>
      simp [vecMulVec_apply, dotProduct, Fin.sum_univ_succ]
  · simp [frobSq, Fin.sum_univ_succ]

end

end BroydenDennisMore
```

```lean
#print axioms BroydenDennisMore.dennis_more
#print axioms BroydenDennisMore.card_bad_steps
#print axioms BroydenDennisMore.stalled_update
```

```
'BroydenDennisMore.dennis_more' depends on axioms: [propext, Classical.choice, Quot.sound]
'BroydenDennisMore.card_bad_steps' depends on axioms: [propext, Classical.choice, Quot.sound]
'BroydenDennisMore.stalled_update' depends on axioms: [propext, Classical.choice, Quot.sound]
```

## What the theorems say

In `dennis_more`, `A` is a fixed real matrix, possibly rectangular, while `B` and `s` are sequences of matrices and steps. The hypothesis `hs` makes every step nonzero, and `hB` says that `B (k + 1)` is the update of `B k` with response `A *ᵥ s k`. The conclusion is the limit of ρ_k, with `len` the Euclidean length; `relError` names the same ratio.

`IsBroydenStep` is the defining relation above, without division. At s = 0 it would allow any B', which is why `hs` is needed.

The steps are arbitrary. In quasi-Newton theory the Dennis–Moré condition serves to characterise superlinear convergence of an iteration; these theorems concern no iterates and give no convergence rate for ρ_k. Nor need B_k approach A: `stalled_update` takes A = 0 and step (1, 0), where the identity becomes diag(0, 1) and then stays there, at squared distance 1 from A.

Some self-consistent-field calculations use a Broyden update for mixing. Where it is the good update above, and the residual is modelled as exactly affine in finitely many real variables, `dennis_more` says that the relative error of the Jacobian estimate along the steps tends to zero over any endless sequence of nonzero steps. Other Broyden-type mixing schemes are not covered.

## From one row to the limit

`isBroydenStep_iff` recovers the usual quotient formula, and `error_entry` derives the formula for D_ij from it. In `frobSq_drop`, `Finset.sum_congr` reduces the claim to one row; the `calc` block then expands the square, inserts the two sums and cancels. `len_sq` turns squared lengths into dot products.

`error_budget` telescopes by induction on `N`, and `error_budget_le` discards the nonnegative final error. In `dennis_more`, `summable_of_sum_range_le` turns the bound into convergence of the series, `tendsto_atTop_zero` sends its terms to zero, and `.sqrt` passes to the ratios themselves.

`card_bad_steps` proves the count by replacing each bad term with ε² and comparing with the full sum. `stalled_update` is verified entry by entry.
